# The Chisholm reversal rule for an odd number of slashed vectors in four dimensions

Take electron–electron scattering at lowest order in quantum electrodynamics, with the electron mass neglected. The interference of the two diagrams leads to a trace of eight gamma matrices in which two pairs of indices are summed. Expanded by the general trace formula, it has 105 terms, each with index sums still to be done. Anticommuting one matrix of a summed pair towards its partner avoids the full expansion, but past $n$ factors it leaves $n+1$ separate products.

In four spacetime dimensions these products collapse to one whenever $n$ is odd:

$$\gamma^\mu \not a_1\not a_2\cdots\not a_n\,\gamma_\mu=-2\,\not a_n\cdots\not a_2\not a_1 .$$

Here $\gamma^0,\dots,\gamma^3$ are the gamma matrices, $\not a=a_\mu\gamma^\mu$ is a four-vector contracted with them, and repeated indices are summed. The rule shortens the spin algebra of tree-level amplitudes, but it holds as it stands only in exactly four dimensions; in dimensional regularisation further terms appear. The name "Chisholm identity" is also used for related formulas, such as the reduction of three gamma matrices with the help of $\gamma^5$.

## Metric, gamma matrices and contraction

```lean
import Mathlib

open Matrix

namespace ChisholmIdentity

noncomputable section

/-- The diagonal entries (+,-,-,-) of the Minkowski metric. -/
def metric : Fin 4 → ℂ := ![1, -1, -1, -1]
```

`metric` is the list of diagonal entries of $g=\mathrm{diag}(1,-1,-1,-1)$, not the matrix itself. `Fin 4` is the index set $\{0,1,2,3\}$. Below, $g_\mu$ stands for the entry `metric μ`.

```lean
variable {A : Type*} [Ring A] [Algebra ℂ A]

/-- The Clifford relation `γ^μ γ^ν + γ^ν γ^μ = 2 g^{μν}` for four elements of a complex algebra. -/
def IsClifford (γ : Fin 4 → A) : Prop :=
  ∀ μ ν, γ μ * γ ν + γ ν * γ μ = (2 * Matrix.diagonal metric μ ν) • (1 : A)
```

`A` is any associative algebra with unit over the complex numbers; four-by-four matrices are one example. `IsClifford γ` is the statement

$$\gamma^\mu\gamma^\nu+\gamma^\nu\gamma^\mu=2g^{\mu\nu}\,1 .$$

The symbol `•` multiplies an algebra element by a number. This relation is the only property of the gamma matrices that is used. Physically, it makes the square of $\gamma^\mu\partial_\mu$ equal to the wave operator $\partial^\mu\partial_\mu$, so that every solution of the Dirac equation also solves the Klein–Gordon equation.

```lean
/-- The slashed vector `a_μ γ^μ`, where `a` is given by its upper components. -/
def slash (γ : Fin 4 → A) (a : Fin 4 → ℂ) : A := ∑ μ, (metric μ * a μ) • γ μ
```

A vector `a` is given by its upper components, which may be complex. The factor `metric μ` lowers the index, so `slash γ a` is $\sum_\mu g_\mu a^\mu\gamma^\mu=\not a$. A single $\gamma^\nu$ is also of this form: take the vector with components $a^\mu=g^{\mu\nu}$.

```lean
/-- The contraction `γ^μ X γ_μ`, summed over `μ`. -/
def contract (γ : Fin 4 → A) (X : A) : A := ∑ μ, metric μ • (γ μ * X * γ μ)
```

Since $\gamma_\mu=g_\mu\gamma^\mu$, the map `contract` sends $X$ to $\gamma^\mu X\gamma_\mu$.

## Signs of a product of generators

```lean
/-- Each diagonal entry of the metric squares to one. -/
theorem metric_mul_self (μ : Fin 4) : metric μ * metric μ = 1 := by
  fin_cases μ <;> simp [metric]
```

This says $g_\mu^2=1$, checked for the four values of the index.

```lean
variable {γ : Fin 4 → A}

/-- Each Clifford generator squares to its diagonal entry of the metric. -/
theorem gamma_sq (h : IsClifford γ) (μ : Fin 4) : γ μ * γ μ = metric μ • (1 : A) := by
  have e : γ μ * γ μ = (1 / 2 : ℂ) • (γ μ * γ μ + γ μ * γ μ) := by module
  rw [e, h μ μ, Matrix.diagonal_apply_eq, smul_smul]
  congr 1
  ring
```

Setting $\nu=\mu$ in the Clifford relation gives $2(\gamma^\mu)^2=2g_\mu$, hence $(\gamma^\mu)^2=g_\mu$, without a sum.

```lean
/-- A word in the Clifford generators commutes with each generator up to a sign, and reversing
it costs a sign `r`; the sum of the four commutation signs is tied to `r` by the word's parity. -/
theorem word_signs (h : IsClifford γ) (m : List (Fin 4)) :
    ∃ (s : Fin 4 → ℤ) (r : ℤ), (∀ μ, s μ = 1 ∨ s μ = -1) ∧
      (∀ μ, γ μ * (m.map γ).prod = s μ • ((m.map γ).prod * γ μ)) ∧
      (m.map γ).reverse.prod = r • (m.map γ).prod ∧
      ((Odd m.length ∧ (r = 1 ∨ r = -1) ∧ ∑ μ, s μ = -2 * r) ∨
       (Even m.length ∧ ((r = 1 ∧ (∑ μ, s μ = 4 ∨ ∑ μ, s μ = -4)) ∨
         (r = -1 ∧ ∑ μ, s μ = 0)))) := by
  induction m with
  | nil =>
    exact ⟨fun _ => 1, 1, by simp, by simp, by simp,
      Or.inr ⟨by simp, Or.inl ⟨rfl, Or.inl (by simp)⟩⟩⟩
  | cons α m ih =>
    obtain ⟨s, r, hs, hc, hr, hp⟩ := ih
    -- a new factor γ^α flips every commutation sign except its own
    refine ⟨fun μ => if μ = α then s α else -s μ, r * s α, ?_, ?_, ?_, ?_⟩
    · intro μ
      have h1 := hs μ
      have h2 := hs α
      dsimp only
      split_ifs <;> omega
    · intro μ
      simp only [List.map_cons, List.prod_cons]
      by_cases hμ : μ = α
      · rw [if_pos hμ, hμ, mul_assoc (γ α) _ (γ α), ← mul_smul_comm, ← hc α]
      · have e : γ μ * γ α = -(γ α * γ μ) := by
          have h0 := h μ α
          rw [Matrix.diagonal_apply_ne _ hμ, mul_zero, zero_smul] at h0
          exact eq_neg_of_add_eq_zero_left h0
        rw [if_neg hμ, neg_smul, mul_assoc (γ α) _ (γ μ), ← mul_smul_comm, ← hc μ,
          ← mul_assoc (γ μ), e, neg_mul, mul_assoc]
    · have h1 : s α * s α = 1 := by
        rcases hs α with h' | h' <;> rw [h'] <;> norm_num
      simp only [List.map_cons, List.reverse_cons, List.prod_append, List.prod_cons,
        List.prod_nil, mul_one]
      rw [hr, hc α, smul_mul_assoc, smul_smul, mul_assoc r, h1, mul_one]
    · have e : ∀ μ, (if μ = α then s α else -s μ) = (if μ = α then 2 * s α else 0) - s μ := by
        intro μ
        split_ifs with hμ
        · rw [hμ]; ring
        · ring
      have hsum : ∑ μ, (if μ = α then s α else -s μ) = 2 * s α - ∑ μ, s μ := by
        rw [Finset.sum_congr rfl (fun μ _ => e μ), Finset.sum_sub_distrib]
        simp
      -- a sum of ±4 forces all four signs to agree
      have hext : (∑ μ, s μ = 4 → s α = 1) ∧ (∑ μ, s μ = -4 → s α = -1) := by
        have hα : α = 0 ∨ α = 1 ∨ α = 2 ∨ α = 3 := by omega
        have h0 := hs 0
        have h1 := hs 1
        have h2 := hs 2
        have h3 := hs 3
        rw [Fin.sum_univ_four]
        refine ⟨fun h4 => ?_, fun h4 => ?_⟩ <;>
          rcases hα with h' | h' | h' | h' <;> rw [h'] <;> omega
      simp only [hsum, List.length_cons]
      rcases hp with ⟨ho, hr1, hσ⟩ | ⟨he, ⟨h1, h4 | h4⟩ | ⟨h1, h4⟩⟩
      · refine Or.inr ⟨ho.add_one, ?_⟩
        rcases hr1 with h1 | h1 <;> rcases hs α with h' | h' <;>
          rw [h1] at hσ <;> rw [h1, h'] <;> omega
      · refine Or.inl ⟨he.add_one, ?_⟩
        rw [h1, hext.1 h4]
        omega
      · refine Or.inl ⟨he.add_one, ?_⟩
        rw [h1, hext.2 h4]
        omega
      · refine Or.inl ⟨he.add_one, ?_⟩
        rcases hs α with h' | h' <;> rw [h1, h'] <;> omega
```

A word is a product $W=\gamma^{\alpha_1}\cdots\gamma^{\alpha_k}$. In Lean it is `(m.map γ).prod`, where `m` is the list of indices, not a mass. Write $W^R$ for the product in reversed order. The lemma provides signs $s_\mu=\pm1$ and $r=\pm1$ with

$$\gamma^\mu W=s_\mu W\gamma^\mu,\qquad W^R=rW .$$

With $\Sigma=\sum_\mu s_\mu$, it also states that

- for odd $k$, $\Sigma=-2r$;
- for even $k$, either $r=1$ and $\Sigma=\pm4$, or $r=-1$ and $\Sigma=0$.

The proof is by induction on the word. The empty word has every $s_\mu=1$, $r=1$ and $\Sigma=4$. Now put a generator in front: $W'=\gamma^\alpha W$. For $\mu\neq\alpha$,

$$\gamma^\mu\gamma^\alpha W=-\gamma^\alpha\gamma^\mu W=-s_\mu\,\gamma^\alpha W\gamma^\mu ,$$

so $s'_\mu=-s_\mu$, while $s'_\alpha=s_\alpha$. Therefore $\Sigma'=s_\alpha-(\Sigma-s_\alpha)=2s_\alpha-\Sigma$. For the reversal, $W'^R=W^R\gamma^\alpha=rW\gamma^\alpha=rs_\alpha\gamma^\alpha W$, so $r'=rs_\alpha$. The cases are:

- $k$ odd, $\Sigma=-2r$: then $\Sigma'=2(s_\alpha+r)$. If $s_\alpha=r$, this is $\pm4$ and $r'=1$; if $s_\alpha=-r$, it is $0$ and $r'=-1$.
- $k$ even, $r=1$, $\Sigma=\pm4$: all four signs agree, so $\Sigma=4s_\alpha$ and $\Sigma'=-2s_\alpha=-2r'$.
- $k$ even, $r=-1$, $\Sigma=0$: then $\Sigma'=2s_\alpha=-2r'$.

The number of dimensions enters through the starting value $\Sigma=4$ and through the four signs in the sum. In the Lean proof, `refine` supplies the new signs and leaves four goals: that they are signs, the commutation rule, the reversal rule and the case table. The signs are integers, so the tactic `omega`, which decides linear integer arithmetic, can settle the table.

```lean
/-- For a word of odd length in the Clifford generators, `γ^μ W γ_μ` is `-2` times the
reversed word. -/
theorem contract_word (h : IsClifford γ) (m : List (Fin 4)) (hm : Odd m.length) :
    contract γ (m.map γ).prod = (-2 : ℂ) • (m.map γ).reverse.prod := by
  obtain ⟨s, r, -, hc, hr, ⟨-, hr1, hσ⟩ | ⟨he, -⟩⟩ := word_signs h m
  · have e : ∀ μ, metric μ • (γ μ * (m.map γ).prod * γ μ) = s μ • (m.map γ).prod := by
      intro μ
      rw [hc μ, smul_mul_assoc, mul_assoc, gamma_sq h, mul_smul_comm, mul_one,
        smul_comm (metric μ) (s μ), smul_smul, metric_mul_self, one_smul]
    unfold contract
    rw [Finset.sum_congr rfl (fun μ _ => e μ), ← Finset.sum_smul, hσ, hr]
    rcases hr1 with h1 | h1 <;> rw [h1] <;> module
  · exact absurd he (Nat.not_even_iff_odd.mpr hm)
```

For an odd word the contraction now follows term by term:

$$g_\mu\gamma^\mu W\gamma^\mu=g_\mu s_\mu W(\gamma^\mu)^2=g_\mu^2s_\mu W=s_\mu W .$$

Summing over $\mu$ gives $\Sigma W=-2rW=-2W^R$. The statement `e` in the proof is the displayed line; the even alternative is ruled out by the hypothesis `hm`.

## From generators to arbitrary vectors

```lean
/-- The contraction `γ^μ X γ_μ` is linear in `X`. -/
theorem contract_sum (c : Fin 4 → ℂ) (X : Fin 4 → A) :
    contract γ (∑ α, c α • X α) = ∑ α, c α • contract γ (X α) := by
  simp only [contract, Finset.mul_sum, Finset.sum_mul, mul_smul_comm, smul_mul_assoc,
    Finset.smul_sum]
  rw [Finset.sum_comm]
  exact Finset.sum_congr rfl fun α _ => Finset.sum_congr rfl fun μ _ => smul_comm _ _ _
```

With coefficients $c_\alpha$ and algebra elements $X_\alpha$, this reads $\gamma^\mu\big(\sum_\alpha c_\alpha X_\alpha\big)\gamma_\mu=\sum_\alpha c_\alpha\,\gamma^\mu X_\alpha\gamma_\mu$. The proof distributes the products and exchanges the two finite sums.

```lean
/-- The reversal rule for a word in the Clifford generators followed by slashed vectors, when the
total number of factors is odd. -/
theorem contract_word_mul (h : IsClifford γ) (as : List (Fin 4 → ℂ)) :
    ∀ m : List (Fin 4), Odd (m.length + as.length) →
      contract γ ((m.map γ).prod * (as.map (slash γ)).prod) =
        (-2 : ℂ) • ((as.map (slash γ)).reverse.prod * (m.map γ).reverse.prod) := by
  induction as with
  | nil =>
    intro m hm
    simpa only [List.map_nil, List.reverse_nil, List.prod_nil, mul_one, one_mul] using
      contract_word h m (by simpa using hm)
  | cons a as ih =>
    intro m hm
    have e : ∀ α, contract γ ((m.map γ).prod * (γ α * (as.map (slash γ)).prod)) =
        (-2 : ℂ) • ((as.map (slash γ)).reverse.prod * (γ α * (m.map γ).reverse.prod)) := by
      intro α
      have h1 := ih (m ++ [α]) (by
        have e1 : (m ++ [α]).length + as.length = m.length + (a :: as).length := by
          simp only [List.length_append, List.length_cons, List.length_nil]
          omega
        rw [e1]
        exact hm)
      simpa only [List.map_append, List.map_cons, List.map_nil, List.prod_append,
        List.prod_cons, List.prod_nil, mul_one, List.reverse_append, List.reverse_cons,
        List.reverse_nil, List.nil_append, mul_assoc] using h1
    simp only [List.map_cons, List.prod_cons, List.reverse_cons, List.prod_append,
      List.prod_nil, mul_one]
    -- expand the first slashed vector in the generators
    calc contract γ ((m.map γ).prod * (slash γ a * (as.map (slash γ)).prod))
        = contract γ (∑ α, (metric α * a α) •
            ((m.map γ).prod * (γ α * (as.map (slash γ)).prod))) := by
          simp only [slash, Finset.sum_mul, Finset.mul_sum, smul_mul_assoc, mul_smul_comm]
      _ = ∑ α, (metric α * a α) • ((-2 : ℂ) •
            ((as.map (slash γ)).reverse.prod * (γ α * (m.map γ).reverse.prod))) := by
          rw [contract_sum]
          exact Finset.sum_congr rfl fun α _ => by rw [e α]
      _ = (-2 : ℂ) • ((as.map (slash γ)).reverse.prod * slash γ a *
            (m.map γ).reverse.prod) := by
          rw [mul_assoc, show slash γ a = ∑ α, (metric α * a α) • γ α from rfl,
            Finset.sum_mul, Finset.mul_sum, Finset.smul_sum]
          refine Finset.sum_congr rfl fun α _ => ?_
          rw [smul_mul_assoc, mul_smul_comm, smul_comm]
```

This is the intermediate statement for a mixed product, a word $W$ followed by slashed vectors, with an odd total number of factors:

$$\gamma^\mu\,W\not a_1\cdots\not a_n\,\gamma_\mu=-2\,\not a_n\cdots\not a_1\,W^R .$$

The induction is on the list `as` of vectors. With no vectors left, it is the result for words. Otherwise write $\not a_1=\sum_\alpha g_\alpha a_1^\alpha\gamma^\alpha$ and let $T=\not a_2\cdots\not a_n$, with reversal $T^R$. Then

$$\gamma^\mu W\not a_1T\gamma_\mu=\sum_\alpha g_\alpha a_1^\alpha\,\gamma^\mu(W\gamma^\alpha)T\gamma_\mu
=-2\sum_\alpha g_\alpha a_1^\alpha\,T^R\gamma^\alpha W^R=-2\,T^R\not a_1W^R .$$

The middle equality is the induction hypothesis for the longer word $W\gamma^\alpha$, whose reversal is $\gamma^\alpha W^R$. One factor has moved from the vectors to the word, so the total number is unchanged and still odd. The `calc` block carries out this chain.

The Lean device that makes the induction work is the position of `∀ m : List (Fin 4)`. It stands after the colon, so it belongs to the statement being proved by induction. The hypothesis `ih` then holds for every word, and the proof can apply it to `m ++ [α]`, the list `m` with `α` appended. Had `m` been fixed before the induction began, `ih` would speak of that one word alone and would say nothing about the longer one.

```lean
/-- **Chisholm identity.** If `γ` satisfies the Clifford relation, then for an odd number of
four-vectors, `γ^μ a̸₁ ⋯ a̸ₙ γ_μ` equals `-2 a̸ₙ ⋯ a̸₁`. -/
theorem chisholm (h : IsClifford γ) (as : List (Fin 4 → ℂ)) (hn : Odd as.length) :
    contract γ (as.map (slash γ)).prod = (-2 : ℂ) • (as.map (slash γ)).reverse.prod := by
  simpa only [List.map_nil, List.reverse_nil, List.prod_nil, mul_one, one_mul] using
    contract_word_mul h as [] (by simpa using hn)
```

Taking the empty word, $W=1$, gives the identity for every list of odd length. The smallest case is $\gamma^\mu\not a\gamma_\mu=-2\not a$. The vectors are arbitrary: they need not be real, distinct or on the mass shell.

In the scattering problem, let $p_1,p_2$ be the incoming and $p_3,p_4$ the outgoing momenta. The interference trace is

$$\mathrm{Tr}\big[\not p_3\,\gamma^\mu\not p_1\gamma^\nu\not p_4\gamma_\mu\,\not p_2\gamma_\nu\big].$$

Between $\gamma^\mu$ and $\gamma_\mu$ stand three factors, so the identity replaces that stretch by $-2\not p_4\gamma^\nu\not p_1$. What remains is $-2\,\mathrm{Tr}[\not p_3\not p_4\,\gamma^\nu\not p_1\not p_2\gamma_\nu]$. Anticommuting $\not p_2$ past $\gamma_\nu$ and using the one-vector case gives

$$\gamma^\nu\not p_1\not p_2\gamma_\nu=2\not p_2\not p_1+2\not p_1\not p_2=4\,p_1\!\cdot p_2 .$$

With $\mathrm{Tr}[\not p_3\not p_4]=4\,p_3\!\cdot p_4$ for four-by-four matrices, the trace equals $-32\,(p_1\!\cdot p_2)(p_3\!\cdot p_4)$. The theorem supplies the first replacement and the one-vector case; the passage from the scattering amplitude to this trace rests on the Feynman rules and the spin sums, which its hypotheses do not contain. With a massive electron, the mass terms in the factors $\not p+m$ also leave products of two factors between $\gamma^\mu$ and $\gamma_\mu$. The reversal rule does not cover these directly, but they can be treated as $\gamma^\nu\not p_1\not p_2\gamma_\nu$ was above.

## The empty product and the Weyl matrices

```lean
/-- For Clifford generators, the contraction of the empty product is `γ^μ γ_μ = 4`. -/
theorem contract_one (h : IsClifford γ) : contract γ (1 : A) = 4 := by
  simp only [contract, mul_one, gamma_sq h, smul_smul, metric_mul_self, one_smul]
  simp
```

With nothing between the two gamma matrices, $\gamma^\mu\gamma_\mu=\sum_\mu g_\mu^2=4$. The reversal rule would give $-2$, so in a non-zero algebra it does not extend to lists of every length.

```lean
/-- The identity and the three Pauli matrices. -/
def pauli : Fin 4 → Matrix (Fin 2) (Fin 2) ℂ :=
  ![!![1, 0; 0, 1], !![0, 1; 1, 0], !![0, -Complex.I; Complex.I, 0], !![1, 0; 0, -1]]
```

`pauli 0` is the two-by-two identity, written $\sigma^0$ below, and the other three entries are the usual Pauli matrices $\sigma^1,\sigma^2,\sigma^3$.

```lean
/-- The Dirac matrices in the Weyl representation, in two-by-two blocks. -/
def weyl (μ : Fin 4) : Matrix (Fin 2 ⊕ Fin 2) (Fin 2 ⊕ Fin 2) ℂ :=
  Matrix.fromBlocks 0 (pauli μ) (metric μ • pauli μ) 0
```

In two-by-two blocks,

$$\gamma^\mu=\begin{pmatrix}0&\sigma^\mu\\ g_\mu\sigma^\mu&0\end{pmatrix}.$$

The index type `Fin 2 ⊕ Fin 2` labels the four rows as two pairs.

```lean
/-- The Dirac matrices in the Weyl representation satisfy the Clifford relation. -/
theorem isClifford_witness : IsClifford weyl := by
  intro μ ν
  have key : metric ν • (pauli μ * pauli ν) + metric μ • (pauli ν * pauli μ) =
        (2 * Matrix.diagonal metric μ ν) • (1 : Matrix (Fin 2) (Fin 2) ℂ) ∧
      metric μ • (pauli μ * pauli ν) + metric ν • (pauli ν * pauli μ) =
        (2 * Matrix.diagonal metric μ ν) • (1 : Matrix (Fin 2) (Fin 2) ℂ) := by
    constructor <;> fin_cases μ <;> fin_cases ν <;> ext i j <;> fin_cases i <;> fin_cases j <;>
      simp [pauli, metric] <;> norm_num
  simp only [weyl, Matrix.fromBlocks_multiply, Matrix.fromBlocks_add, Matrix.zero_mul,
    Matrix.mul_zero, Matrix.smul_mul, Matrix.mul_smul, zero_add, add_zero]
  rw [key.1, key.2, ← Matrix.fromBlocks_one, Matrix.fromBlocks_smul]
  simp only [smul_zero, add_zero]

end

end ChisholmIdentity
```

The Weyl matrices satisfy `IsClifford`, so the identity applies to actual Dirac matrices. The product $\gamma^\mu\gamma^\nu$ is block diagonal, with blocks $g_\nu\sigma^\mu\sigma^\nu$ and $g_\mu\sigma^\mu\sigma^\nu$. Adding the product with $\mu$ and $\nu$ exchanged must give $2g^{\mu\nu}$ times the identity in each block. These are the two equations in `key`, verified entry by entry for all sixteen index pairs.

```lean
#print axioms ChisholmIdentity.chisholm
-- 'ChisholmIdentity.chisholm' depends on axioms: [propext, Classical.choice, Quot.sound]
#print axioms ChisholmIdentity.contract_one
-- 'ChisholmIdentity.contract_one' depends on axioms: [propext, Classical.choice, Quot.sound]
```
